# On a finite bipartite lattice, site and edge bounds characterise the densities of particles that exclude their neighbours

Particles on a lattice repel so strongly that two neighbouring sites are never occupied together. Rydberg excitations in an array of atoms behave this way under a perfect nearest-neighbour blockade, as does a lattice gas of molecules too large to sit on adjacent sites of a surface. Given a list of mean occupations, one per site, is there any state of the system that has them?

## Local bounds that suffice on bipartite graphs

Let \(G\) be a finite graph whose vertices are the sites, and let \(\rho_i\) be a real number for each site \(i\). A configuration \(S\) is a set of occupied sites, and it is allowed if no two of them are adjacent (an independent set). If \(G\) is bipartite, \(\rho\) is the mean occupation of a probability distribution on allowed configurations exactly when

\[
0\le\rho_i\le 1 \ \text{ at every site},\qquad \rho_i+\rho_j\le 1 \ \text{ on every edge } ij .
\]

On any other finite graph the bounds are still necessary, but they no longer suffice: \(\rho_i=1/2\) at all sites satisfies them and belongs to no such distribution. The triangle is the smallest case.

"Hard-core" here means exclusion between neighbours. In the term "hard-core bosons" it usually means only that a site holds at most one particle.

## The density domain in a lattice functional calculation

A lattice density functional for such particles can be minimised directly over \(\rho\). If the particle number may fluctuate, its domain is the set of densities that some state has, with no restriction on the number. On an open square lattice this set is given by one linear inequality per bond, plus the site bounds. A periodic cell with an odd number of sites (three or more) along an axis is not bipartite, and there the same inequalities admit densities that no state has.

For quantum particles with at most one per site, infinite nearest-neighbour repulsion and no fixed particle number, the squared amplitudes of a normalised state in the occupation basis form a distribution of this kind, so the same bounds limit the density.

The derivation below also constructs a distribution. Take a three-site chain with densities \((0.3,\,0.6,\,0.2)\), and a number \(t\) drawn uniformly from \([0,1]\). Fill site 1 if \(t<0.3\), site 2 if \(t>0.4\) and site 3 if \(t<0.2\). The result is \(\{1,3\}\) with weight 0.2, \(\{1\}\) with 0.1, the empty lattice with 0.1 and \(\{2\}\) with 0.6, which reproduces the three densities.

## One random threshold fills both sublattices

Let \(p(S)\ge 0\) be the weights, with \(\sum_S p(S)=1\) and \(p(S)=0\) for forbidden \(S\). Write \(n_i(S)=1\) if \(i\in S\) and 0 otherwise, so that \(\rho_i=\sum_S p(S)\,n_i(S)\).

**The bounds are necessary.** Since \(0\le n_i\le 1\), we have \(0\le\rho_i\le 1\). On an edge \(ij\), every \(S\) with \(p(S)\neq0\) has \(n_i(S)+n_j(S)\le 1\), hence

\[
\rho_i+\rho_j=\sum_S p(S)\,[n_i(S)+n_j(S)]\le\sum_S p(S)=1 .
\]

**They suffice on a bipartite graph.** Colour the sites 0 and 1 so that adjacent sites differ. Draw \(t\) uniformly from \([0,1]\), and let \(S(t)\) contain the sites of colour 0 with \(t<\rho_i\) and those of colour 1 with \(1-\rho_i<t\). If both ends of an edge were occupied, with \(i\) of colour 0 and \(j\) of colour 1, then \(1-\rho_j<t<\rho_i\), so \(\rho_i+\rho_j>1\), a contradiction. Site \(i\) is occupied for \(t\) in \([0,\rho_i)\) if its colour is 0, and for \(t\) in \((1-\rho_i,1]\) if its colour is 1. Either interval has length \(\rho_i\). Let \(p(S)\) be the length of the set of \(t\in[0,1]\) with \(S(t)=S\). Summing over the \(S\) that contain \(i\) gives \(\rho_i\), and summing over all \(S\) gives 1.

**Density 1/2 at every site forces a bipartite graph.** If \(\rho_i+\rho_j=1\) on an edge, then

\[
0=\sum_S p(S)\,[1-n_i(S)-n_j(S)] .
\]

No term is negative, so all vanish, and every \(S\) of nonzero weight occupies exactly one end. At \(\rho_i=1/2\) this holds on all edges at once. The occupied and empty sites of any one such \(S\) are then a 2-colouring. The triangle has none, because two of its three mutually adjacent sites would share a colour.

## Definitions and theorems in Lean

```lean
import Mathlib

open MeasureTheory

namespace HardCoreLatticeDensity

noncomputable section

variable {V : Type*} [Fintype V] [DecidableEq V]

/-- A probability distribution on the configurations (sets of occupied sites) of a lattice gas
in which adjacent sites are never occupied together. -/
structure IsHardCoreDist (G : SimpleGraph V) (p : Finset V → ℝ) : Prop where
  nonneg : ∀ S, 0 ≤ p S
  total : ∑ S, p S = 1
  indep : ∀ S, p S ≠ 0 → ∀ i ∈ S, ∀ j ∈ S, ¬ G.Adj i j

/-- The mean occupation of site `i`: the total weight of the configurations that occupy it. -/
def density (p : Finset V → ℝ) (i : V) : ℝ := ∑ S, if i ∈ S then p S else 0

/-- `ρ` is the density of some hard-core distribution on the graph `G`. -/
def Representable (G : SimpleGraph V) (ρ : V → ℝ) : Prop :=
  ∃ p, IsHardCoreDist G p ∧ ∀ i, density p i = ρ i

/-- The local constraints: each occupation lies between 0 and 1, and the two occupations on
an edge add up to at most 1. -/
def EdgeAdmissible (G : SimpleGraph V) (ρ : V → ℝ) : Prop :=
  (∀ i, 0 ≤ ρ i ∧ ρ i ≤ 1) ∧ ∀ i j, G.Adj i j → ρ i + ρ j ≤ 1

/-- The configuration selected by a threshold `t`: sites of colour 0 are occupied when `t < ρ i`,
sites of the other colour when `1 - ρ i < t`. -/
def thresholdConfig (c : V → Fin 2) (ρ : V → ℝ) (t : ℝ) : Finset V :=
  Finset.univ.filter fun i => (c i = 0 ∧ t < ρ i) ∨ (c i ≠ 0 ∧ 1 - ρ i < t)

/-- In a hard-core distribution, a configuration contributes at most its own weight to the
summed occupation of the two ends of an edge. -/
theorem edge_contribution_le {G : SimpleGraph V} {p : Finset V → ℝ} (hp : IsHardCoreDist G p)
    {i j : V} (hij : G.Adj i j) (S : Finset V) :
    (if i ∈ S then p S else 0) + (if j ∈ S then p S else 0) ≤ p S := by
  have h0 := hp.nonneg S
  by_cases hS : p S = 0
  · simp [hS]
  · by_cases hi : i ∈ S
    · have hj : j ∉ S := fun hj => hp.indep S hS i hi j hj hij
      simp [hi, hj]
    · by_cases hj : j ∈ S
      · simp [hi, hj]
      · simpa [hi, hj] using h0

/-- On every finite graph, the density of a hard-core distribution obeys the site and edge
constraints. -/
theorem Representable.edgeAdmissible {G : SimpleGraph V} {ρ : V → ℝ}
    (h : Representable G ρ) : EdgeAdmissible G ρ := by
  obtain ⟨p, hp, hd⟩ := h
  refine ⟨fun i => ⟨?_, ?_⟩, fun i j hij => ?_⟩
  · rw [← hd i]
    refine Finset.sum_nonneg fun S _ => ?_
    split_ifs
    · exact hp.nonneg S
    · exact le_rfl
  · rw [← hd i, ← hp.total]
    refine Finset.sum_le_sum fun S _ => ?_
    split_ifs
    · exact le_rfl
    · exact hp.nonneg S
  · rw [← hd i, ← hd j, ← hp.total, density, density, ← Finset.sum_add_distrib]
    exact Finset.sum_le_sum fun S _ => edge_contribution_le hp hij S

omit [DecidableEq V] in
/-- If `c` is a proper 2-colouring and `ρ` obeys the edge constraints, no threshold configuration
occupies two adjacent sites. -/
theorem thresholdConfig_indep {G : SimpleGraph V} (c : G.Coloring (Fin 2)) {ρ : V → ℝ}
    (h : ∀ i j, G.Adj i j → ρ i + ρ j ≤ 1) (t : ℝ) {i j : V}
    (hi : i ∈ thresholdConfig c ρ t) (hj : j ∈ thresholdConfig c ρ t) : ¬ G.Adj i j := by
  intro hij
  have hv := c.valid hij
  have hs := h i j hij
  have two : ∀ x y : Fin 2, x ≠ 0 → y ≠ 0 → x = y := by decide
  simp only [thresholdConfig, Finset.mem_filter, Finset.mem_univ, true_and] at hi hj
  rcases hi with ⟨a, b⟩ | ⟨a, b⟩ <;> rcases hj with ⟨d, e⟩ | ⟨d, e⟩
  · exact hv (a.trans d.symm)
  · linarith
  · linarith
  · exact hv (two _ _ a d)

omit [DecidableEq V] in
/-- The thresholds that occupy site `i` form a half-line. -/
theorem threshold_event (c : V → Fin 2) (ρ : V → ℝ) (i : V) :
    {t | i ∈ thresholdConfig c ρ t} =
      if c i = 0 then Set.Iio (ρ i) else Set.Ioi (1 - ρ i) := by
  ext t
  by_cases hc : c i = 0 <;> simp [thresholdConfig, hc]

omit [DecidableEq V] in
/-- For a threshold uniform in `[0, 1]` and `0 ≤ ρ i ≤ 1`, site `i` is occupied with
probability `ρ i`. -/
theorem threshold_prob (c : V → Fin 2) (ρ : V → ℝ) (i : V) (h0 : 0 ≤ ρ i) (h1 : ρ i ≤ 1) :
    volume.real ({t | i ∈ thresholdConfig c ρ t} ∩ Set.Icc 0 1) = ρ i := by
  rw [threshold_event]
  by_cases hc : c i = 0
  · have e : Set.Iio (ρ i) ∩ Set.Icc 0 1 = Set.Ico 0 (ρ i) := by
      ext t
      simp only [Set.mem_inter_iff, Set.mem_Iio, Set.mem_Icc, Set.mem_Ico]
      exact ⟨fun h => ⟨h.2.1, h.1⟩, fun h => ⟨h.2, h.1, by linarith [h.2]⟩⟩
    rw [if_pos hc, e, measureReal_def, Real.volume_Ico, ENNReal.toReal_ofReal (by linarith)]
    ring
  · have e : Set.Ioi (1 - ρ i) ∩ Set.Icc 0 1 = Set.Ioc (1 - ρ i) 1 := by
      ext t
      simp only [Set.mem_inter_iff, Set.mem_Ioi, Set.mem_Icc, Set.mem_Ioc]
      exact ⟨fun h => ⟨h.1, h.2.2⟩, fun h => ⟨h.1, by linarith [h.1], h.2⟩⟩
    rw [if_neg hc, e, measureReal_def, Real.volume_Ioc, ENNReal.toReal_ofReal (by linarith)]
    ring

/-- On a finite bipartite graph, `ρ` is the density of a hard-core distribution if and only if
`0 ≤ ρ i ≤ 1` at all sites and `ρ i + ρ j ≤ 1` on every edge. -/
theorem representable_iff_of_bipartite {G : SimpleGraph V} (hG : G.Colorable 2) (ρ : V → ℝ) :
    Representable G ρ ↔ EdgeAdmissible G ρ := by
  refine ⟨Representable.edgeAdmissible, fun h => ?_⟩
  obtain ⟨c⟩ := hG
  -- the weight of `S` is the length of the set of thresholds that select `S`
  let E : Finset V → Set ℝ := fun S => {t | thresholdConfig c ρ t = S} ∩ Set.Icc 0 1
  have hm : ∀ S, MeasurableSet (E S) := by
    intro S
    refine MeasurableSet.inter ?_ measurableSet_Icc
    have e : {t | thresholdConfig c ρ t = S} =
        ⋂ i, {t | i ∈ thresholdConfig c ρ t ↔ i ∈ S} := by
      ext t
      simp only [Set.mem_ofPred_eq, Set.mem_iInter, Finset.ext_iff]
    rw [e]
    refine MeasurableSet.iInter fun i => ?_
    have hi : MeasurableSet {t | i ∈ thresholdConfig c ρ t} := by
      rw [threshold_event]
      split_ifs
      · exact measurableSet_Iio
      · exact measurableSet_Ioi
    by_cases hS : i ∈ S
    · simpa only [hS, iff_true] using hi
    · have e' : {t | i ∈ thresholdConfig c ρ t ↔ i ∈ S} =
          {t | i ∈ thresholdConfig c ρ t}ᶜ := by
        ext t
        simp [hS]
      rw [e']
      exact hi.compl
  have hfin : ∀ S, volume (E S) ≠ ⊤ := fun S =>
    ne_top_of_le_ne_top (by simp [Real.volume_Icc])
      (measure_mono (Set.inter_subset_right : E S ⊆ Set.Icc 0 1))
  -- weights of distinct configurations add up
  have key : ∀ F : Finset (Finset V), ∑ S ∈ F, volume.real (E S) =
      volume.real ({t | thresholdConfig c ρ t ∈ F} ∩ Set.Icc 0 1) := by
    intro F
    have hd : Set.PairwiseDisjoint (↑F) E := by
      intro S _ T _ hST
      exact Set.disjoint_left.mpr fun t hs ht => hST (hs.1.symm.trans ht.1)
    rw [← measureReal_biUnion_finset hd (fun S _ => hm S) (fun S _ => hfin S)]
    congr 1
    ext t
    simp only [E, Set.mem_iUnion, Set.mem_inter_iff, Set.mem_ofPred_eq, exists_prop]
    constructor
    · rintro ⟨S, hS, rfl, ht⟩
      exact ⟨hS, ht⟩
    · rintro ⟨hS, ht⟩
      exact ⟨_, hS, rfl, ht⟩
  refine ⟨fun S => volume.real (E S), ⟨fun S => measureReal_nonneg, ?_, ?_⟩, fun i => ?_⟩
  · rw [key]
    simp [measureReal_def, Real.volume_Icc]
  · intro S hS i hi j hj
    rcases Set.eq_empty_or_nonempty (E S) with he | ⟨t, ht, _⟩
    · exact absurd (by simp [he]) hS
    · have ht' : thresholdConfig c ρ t = S := ht
      subst ht'
      exact thresholdConfig_indep c h.2 t hi hj
  · rw [density, ← Finset.sum_filter, key]
    simp only [Finset.mem_filter, Finset.mem_univ, true_and]
    exact threshold_prob c ρ i (h.1 i).1 (h.1 i).2

/-- If the mean occupations on an edge add up to 1, every configuration of nonzero weight in a
hard-core distribution occupies exactly one end of that edge. -/
theorem saturated_edge {G : SimpleGraph V} {p : Finset V → ℝ} (hp : IsHardCoreDist G p)
    {i j : V} (hij : G.Adj i j) (h : density p i + density p j = 1)
    {S : Finset V} (hS : p S ≠ 0) : i ∈ S ↔ j ∉ S := by
  refine ⟨fun hi hj => hp.indep S hS i hi j hj hij, fun hj => ?_⟩
  by_contra hi
  -- the edge inequality is strict for `S`, hence strict after summation
  have hlt : density p i + density p j < ∑ T, p T := by
    rw [density, density, ← Finset.sum_add_distrib]
    refine Finset.sum_lt_sum (fun T _ => edge_contribution_le hp hij T)
      ⟨S, Finset.mem_univ S, ?_⟩
    simpa [hi, hj] using lt_of_le_of_ne (hp.nonneg S) (Ne.symm hS)
  linarith [hp.total]

/-- If the uniform density 1/2 is representable by a hard-core distribution, the graph is
bipartite. -/
theorem bipartite_of_half_filling {G : SimpleGraph V}
    (h : Representable G fun _ => 1 / 2) : G.Colorable 2 := by
  obtain ⟨p, hp, hd⟩ := h
  obtain ⟨S, hS⟩ : ∃ S, p S ≠ 0 := by
    by_contra hne
    push Not at hne
    have ht := hp.total
    simp [hne] at ht
  -- occupied and empty sites of `S` are the two sublattices
  refine ⟨SimpleGraph.Coloring.mk (fun i => if i ∈ S then (0 : Fin 2) else 1) ?_⟩
  intro i j hij
  have hx := saturated_edge hp hij (by rw [hd i, hd j]; norm_num) hS
  by_cases hj : j ∈ S
  · have hi : i ∉ S := fun hi => hx.mp hi hj
    simp [hi, hj]
  · have hi : i ∈ S := hx.mpr hj
    simp [hi, hj]

omit [Fintype V] [DecidableEq V] in
/-- The uniform density 1/2 obeys the site and edge constraints on every graph. -/
theorem half_filling_admissible (G : SimpleGraph V) : EdgeAdmissible G fun _ => 1 / 2 :=
  ⟨fun _ => by norm_num, fun _ _ _ => by norm_num⟩

/-- The site and edge constraints characterise the hard-core densities of a finite graph
if and only if the graph is bipartite. -/
theorem constraints_suffice_iff_bipartite (G : SimpleGraph V) :
    (∀ ρ, Representable G ρ ↔ EdgeAdmissible G ρ) ↔ G.Colorable 2 :=
  ⟨fun h => bipartite_of_half_filling ((h _).mpr (half_filling_admissible G)),
    representable_iff_of_bipartite⟩

/-- On the triangle, the density (1/2, 1/2, 1/2) obeys the site and edge constraints but is not
the density of any hard-core distribution. -/
theorem triangle_counterexample :
    EdgeAdmissible (⊤ : SimpleGraph (Fin 3)) (fun _ => 1 / 2) ∧
      ¬ Representable (⊤ : SimpleGraph (Fin 3)) (fun _ => 1 / 2) := by
  refine ⟨half_filling_admissible _, fun h => ?_⟩
  obtain ⟨c⟩ := bipartite_of_half_filling h
  have two : ∀ x y z : Fin 2, x ≠ y → y ≠ z → x ≠ z → False := by decide
  exact two (c 0) (c 1) (c 2) (c.valid (by simp)) (c.valid (by simp)) (c.valid (by simp))

end

end HardCoreLatticeDensity
```

```lean
#print axioms HardCoreLatticeDensity.constraints_suffice_iff_bipartite
#print axioms HardCoreLatticeDensity.triangle_counterexample
```

```
'HardCoreLatticeDensity.constraints_suffice_iff_bipartite' depends on axioms: [propext, Classical.choice, Quot.sound]
'HardCoreLatticeDensity.triangle_counterexample' depends on axioms: [propext, Classical.choice, Quot.sound]
```

## Reading the statements

`V` is the finite set of sites and `Finset V` the type of configurations. `IsHardCoreDist G p` collects the three conditions on the weights, `density p i` is \(\rho_i\), and `Representable G ρ` says that some such `p` has density `ρ`. `EdgeAdmissible` is the list of bounds. Bipartite is expressed as `G.Colorable 2`, which includes graphs without edges.

`representable_iff_of_bipartite` is the equivalence on bipartite graphs. `constraints_suffice_iff_bipartite` adds that it holds for all `ρ` only on those graphs, and `triangle_counterexample` treats the complete graph on three sites. In the theorem names, `half_filling` means density 1/2 at every site, not merely on average.

## Interval lengths and saturated edges in the proof

`edge_contribution_le` is the edge inequality for one configuration, and `Representable.edgeAdmissible` sums it. `thresholdConfig_indep` runs through the four colour combinations of an edge: equal colours contradict the colouring, and `linarith` closes the other two from the edge bound. `threshold_event` and `threshold_prob` supply the intervals and their lengths.

In the main theorem, `E S` is the set of thresholds in \([0,1]\) that select `S`. The step `key` says that the lengths of these disjoint sets add up over any family of configurations. The family of all configurations gives normalisation, and the family containing `i` gives the density. A configuration of nonzero weight is selected by some threshold, so it is allowed.

`saturated_edge` argues by contradiction: a configuration of nonzero weight with both ends empty would make the summed inequality strict. `bipartite_of_half_filling` then reads the colouring off one configuration.

## Some distribution, with a fluctuating particle number

The theorems provide some distribution with the given density. A density functional calculation may require it to come from the ground state or thermal state of a particular Hamiltonian, and that step needs a separate argument.

The particle number is free to fluctuate, and this matters. On a star with one centre and three leaves, density 1/2 at every site gives a mean particle number of 2, yet the only configurations that can contribute are the centre alone and the three leaves together. A code that fixes the number at 2 cannot reach this density.

The exclusion is strict and acts only along edges of the graph. With a finite repulsion, neighbouring sites can be occupied together and the edge bound may be violated.
